# The leading nonparabolic correction to a two-band conduction energy

To correct a conduction-electron energy $g$ computed with the band-edge effective mass, one can subtract $(1-u)^2g^2/E_g$, where $E_g$ is the direct gap at the band edge and $u$ is the ratio of the band-edge mass to the free-electron mass. In a two-band model with $0<u<1$, whose interband coupling is fitted to that mass, this is the leading correction at small $g$.

With wavenumber $k$, band-edge mass $m^*$ and free mass $m_0$, the parabolic energy is $g=\hbar^2k^2/2m^*$. The free-electron energy is then $ug=\hbar^2k^2/2m_0$. The Lean file treats $E_g$, $u$ and $g$ as real numbers; this reading in terms of $k$ is supplied by the physics.

```lean
import Mathlib

open Filter Topology

namespace TwoBandNonparabolicity

noncomputable section
```

## The Hamiltonian and its two energies

Take the valence energy at $k=0$ as the zero of energy, so that $E_g$ is the gap at $k=0$:

$$H=\begin{pmatrix}E_g+ug&\sqrt{pug}\\ \sqrt{pug}&ug\end{pmatrix}.$$

The energy $p$ stands for the strength of the momentum matrix element $P$ between the band-edge states: $p=2P^2/m_0$ makes the coupling $\hbar kP/m_0$. The model is postulated. It leaves out remote bands, spin-orbit coupling and valence-band degeneracy.

```lean
/-- Two-band Hamiltonian with gap `Eg`, free-electron energy `u * g` in both bands and
interband coupling `√(p * u * g)`. -/
def hamiltonian (Eg p u g : ℝ) : Matrix (Fin 2) (Fin 2) ℝ :=
  !![Eg + u * g, √(p * u * g); √(p * u * g), u * g]
```

The conduction energy, measured from its own edge, is

$$E(g)=ug+\tfrac12\left(\sqrt{E_g^2+4pug}-E_g\right).$$

```lean
/-- Conduction energy measured from the band edge, as a function of the parabolic energy `g`. -/
def condEnergy (Eg p u g : ℝ) : ℝ :=
  u * g + (√(Eg ^ 2 + 4 * p * u * g) - Eg) / 2
```

The value of $p$ that will match the mass is $E_g(1/u-1)$.

```lean
/-- The interband matrix-element energy `Eg (1/u - 1)` for gap `Eg` and mass ratio `u`. -/
def matrixEnergy (Eg u : ℝ) : ℝ := Eg * (1 / u - 1)
```

For an eigenvalue $\lambda$, the secular equation is

$$(E_g+ug-\lambda)(ug-\lambda)-pug=0,$$

with roots $\lambda=ug+\tfrac12E_g\pm\tfrac12\sqrt{E_g^2+4pug}$. These are $E_g+E(g)$ and $2ug-E(g)$. In `secular_equation` the variable `E` is $\lambda$, and the hypothesis $pug\ge0$ keeps the coupling real. The proof factorises the determinant, using the squares of the two square roots.

```lean
/-- The energies of the two-band Hamiltonian are the conduction energy `Eg + E(g)` and the
valence energy `2 u g - E(g)`. -/
theorem secular_equation {Eg p u g : ℝ} (hx : 0 ≤ p * u * g) (E : ℝ) :
    (hamiltonian Eg p u g - E • (1 : Matrix (Fin 2) (Fin 2) ℝ)).det = 0 ↔
      E = Eg + condEnergy Eg p u g ∨ E = 2 * u * g - condEnergy Eg p u g := by
  have hM : hamiltonian Eg p u g - E • (1 : Matrix (Fin 2) (Fin 2) ℝ) =
      !![Eg + u * g - E, √(p * u * g); √(p * u * g), u * g - E] := by
    ext i j
    fin_cases i <;> fin_cases j <;> simp [hamiltonian]
  have hr := Real.mul_self_sqrt hx
  have hS : √(Eg ^ 2 + 4 * p * u * g) ^ 2 = Eg ^ 2 + 4 * p * u * g :=
    Real.sq_sqrt (by nlinarith [sq_nonneg Eg])
  -- the secular determinant factorises into the two branches
  have hdet : (hamiltonian Eg p u g - E • (1 : Matrix (Fin 2) (Fin 2) ℝ)).det =
      (E - (Eg + condEnergy Eg p u g)) * (E - (2 * u * g - condEnergy Eg p u g)) := by
    rw [hM, Matrix.det_fin_two_of]
    unfold condEnergy
    linear_combination (-1 : ℝ) * hr + (1 / 4 : ℝ) * hS
  rw [hdet, mul_eq_zero, sub_eq_zero, sub_eq_zero]
```

## Fitting the coupling to the band-edge mass

Multiplying the proposed $p$ by $u$ gives $pu=E_g(1-u)$, the form used from here on.

```lean
/-- The matrix-element energy times the mass ratio is `Eg (1 - u)`. -/
theorem matrixEnergy_mul (Eg : ℝ) {u : ℝ} (hu : 0 < u) :
    matrixEnergy Eg u * u = Eg * (1 - u) := by
  have h : 1 / u * u = 1 := div_mul_cancel₀ 1 hu.ne'
  unfold matrixEnergy
  linear_combination Eg * h
```

For general $p$, the square root has derivative $4pu/(2E_g)$ at $g=0$. Halving this and adding the free-electron term gives

$$E'(0)=u+\frac{pu}{E_g}.$$

`HasDerivAt` states that the derivative exists and has this value; the proof follows the chain rule.

```lean
/-- At the band edge the conduction energy has slope `u + p u / Eg` in `g`. -/
theorem edge_slope {Eg : ℝ} (hEg : 0 < Eg) (p u : ℝ) :
    HasDerivAt (condEnergy Eg p u) (u + p * u / Eg) 0 := by
  have hi : HasDerivAt (fun g : ℝ => Eg ^ 2 + 4 * p * u * g) (4 * p * u) 0 :=
    (((hasDerivAt_id' (0 : ℝ)).const_mul (4 * p * u)).const_add (Eg ^ 2)).congr_deriv (by ring)
  have hs : HasDerivAt (fun g : ℝ => √(Eg ^ 2 + 4 * p * u * g)) (4 * p * u / (2 * Eg)) 0 := by
    have h := hi.sqrt (by simpa using hEg.ne')
    refine h.congr_deriv ?_
    simp [Real.sqrt_sq hEg.le]
  have h := ((hasDerivAt_id' (0 : ℝ)).const_mul u).fun_add ((hs.sub_const Eg).div_const 2)
  exact h.congr_deriv (by ring)
```

The band-edge mass is reproduced when $E'(0)=1$, that is, when $pu=E_g(1-u)$, or $p=E_g(1/u-1)$. The forward direction in Lean compares two derivatives of the same function, which must agree; the converse substitutes $p$.

The choice $p=E_g/u$ is the right fit only if the free-electron term is omitted. With that term kept, the slope becomes $1+u$, and $(g-E)/g^2$ diverges as $g\to0^+$.

```lean
/-- The conduction energy has unit slope in `g` at the band edge exactly when the
matrix-element energy is `Eg (1/u - 1)`. -/
theorem mass_calibration {Eg u : ℝ} (hEg : 0 < Eg) (hu : 0 < u) (p : ℝ) :
    HasDerivAt (condEnergy Eg p u) 1 0 ↔ p = matrixEnergy Eg u := by
  constructor
  · intro h
    have h1 := h.unique (edge_slope hEg p u)
    have h2 : p * u / Eg * Eg = p * u := div_mul_cancel₀ _ hEg.ne'
    apply mul_right_cancel₀ hu.ne'
    rw [matrixEnergy_mul Eg hu]
    linear_combination (-Eg) * h1 - h2
  · rintro rfl
    refine (edge_slope hEg _ u).congr_deriv ?_
    rw [matrixEnergy_mul Eg hu, mul_div_cancel_left₀ _ hEg.ne']
    ring
```

## An exact identity for the deficit

From now on $0<u<1$ and $p$ has its fitted value. Write $w=E(g)-ug$ for the interband part. Since $2w+E_g=\sqrt{E_g^2+4E_g(1-u)g}$, squaring gives

$$w^2+E_gw=E_g(1-u)g.$$

Dividing by $E_g$ and rearranging,

$$g-E(g)=(1-u)g-w=\frac{w^2}{E_g}.$$

In the proof, `harg` inserts the fitted coupling, `hS` squares the root, and `linear_combination` does the rearrangement.

```lean
/-- The shortfall of the conduction energy below the parabola is the square of its interband
part `E - u g`, divided by the gap. -/
theorem deficit_identity {Eg u g : ℝ} (hEg : 0 < Eg) (hu : 0 < u) (hu1 : u < 1) (hg : 0 ≤ g) :
    g - condEnergy Eg (matrixEnergy Eg u) u g =
      (condEnergy Eg (matrixEnergy Eg u) u g - u * g) ^ 2 / Eg := by
  have harg : Eg ^ 2 + 4 * matrixEnergy Eg u * u * g = Eg ^ 2 + 4 * (Eg * (1 - u) * g) := by
    linear_combination 4 * g * matrixEnergy_mul Eg hu
  have hx : 0 ≤ Eg * (1 - u) * g := mul_nonneg (mul_nonneg hEg.le (by linarith)) hg
  have hS : √(Eg ^ 2 + 4 * (Eg * (1 - u) * g)) ^ 2 = Eg ^ 2 + 4 * (Eg * (1 - u) * g) :=
    Real.sq_sqrt (by nlinarith [sq_nonneg Eg])
  unfold condEnergy
  rw [harg, eq_div_iff hEg.ne']
  linear_combination (-1 / 4 : ℝ) * hS
```

For $g>0$ the square root exceeds $E_g$, so $w>0$.

```lean
/-- Away from the band edge the conduction energy exceeds the free-electron energy `u g`. -/
theorem free_lt_condEnergy {Eg u g : ℝ} (hEg : 0 < Eg) (hu : 0 < u) (hu1 : u < 1)
    (hg : 0 < g) : u * g < condEnergy Eg (matrixEnergy Eg u) u g := by
  have harg : Eg ^ 2 + 4 * matrixEnergy Eg u * u * g = Eg ^ 2 + 4 * (Eg * (1 - u) * g) := by
    linear_combination 4 * g * matrixEnergy_mul Eg hu
  have hx : 0 < Eg * (1 - u) * g := mul_pos (mul_pos hEg (by linarith)) hg
  have hS : Eg < √(Eg ^ 2 + 4 * (Eg * (1 - u) * g)) :=
    Real.lt_sqrt_of_sq_lt (by linarith)
  unfold condEnergy
  rw [harg]
  linarith
```

The identity then makes $g-E(g)$ positive, which means $w<(1-u)g$. Squaring this inequality between positive numbers and dividing by $E_g$ gives

$$0<g-E(g)<\frac{(1-u)^2g^2}{E_g}.$$

Within this two-band model, the quadratic correction therefore always lowers the energy too far.

```lean
/-- At every `g > 0` the conduction band lies below the parabola, by less than
`(1 - u)² g² / Eg`. -/
theorem deficit_bounds {Eg u g : ℝ} (hEg : 0 < Eg) (hu : 0 < u) (hu1 : u < 1) (hg : 0 < g) :
    0 < g - condEnergy Eg (matrixEnergy Eg u) u g ∧
      g - condEnergy Eg (matrixEnergy Eg u) u g < (1 - u) ^ 2 * g ^ 2 / Eg := by
  have h := deficit_identity hEg hu hu1 hg.le
  have hw := sub_pos.mpr (free_lt_condEnergy hEg hu hu1 hg)
  have hpos : 0 < g - condEnergy Eg (matrixEnergy Eg u) u g := by
    rw [h]
    exact div_pos (pow_pos hw 2) hEg
  refine ⟨hpos, ?_⟩
  rw [h]
  -- the interband part is smaller than its linear estimate `(1 - u) g`
  have hlt : condEnergy Eg (matrixEnergy Eg u) u g - u * g < (1 - u) * g := by linarith
  exact div_lt_div_of_pos_right (by nlinarith) hEg
```

## The limit at the band edge

Factorising the squared relation as $w(E_g+w)=E_g(1-u)g$ gives, for $g>0$,

$$\frac{w}{g}=\frac{E_g(1-u)}{E_g+w}.$$

As $g\to0^+$, $w\to0$ and the right-hand side tends to $1-u$. Hence

$$\frac{g-E(g)}{g^2}=\frac1{E_g}\left(\frac wg\right)^2\longrightarrow\frac{(1-u)^2}{E_g}.$$

The theorem says this for every $E_g>0$ and $0<u<1$. `Tendsto` expresses convergence, and `𝓝[>] 0` restricts the approach to positive $g$. The proof establishes continuity of the regular expression at zero (`hcont`), evaluates it there (`hval`), and uses `hr` to identify it with the original quotient for $g>0$.

```lean
/-- Two-band nonparabolicity: `(g - E(g)) / g²` tends to `(1 - u)² / Eg` as `g` tends to zero
from above. -/
theorem nonparabolicity_limit {Eg u : ℝ} (hEg : 0 < Eg) (hu : 0 < u) (hu1 : u < 1) :
    Tendsto (fun g : ℝ => (g - condEnergy Eg (matrixEnergy Eg u) u g) / g ^ 2)
      (𝓝[>] 0) (𝓝 ((1 - u) ^ 2 / Eg)) := by
  have h0 : condEnergy Eg (matrixEnergy Eg u) u 0 = 0 := by
    simp [condEnergy, Real.sqrt_sq hEg.le]
  have hden : Continuous
      (fun g : ℝ => Eg + (condEnergy Eg (matrixEnergy Eg u) u g - u * g)) := by
    unfold condEnergy
    fun_prop
  have hne : Eg + (condEnergy Eg (matrixEnergy Eg u) u 0 - u * 0) ≠ 0 := by
    rw [h0]
    simpa using hEg.ne'
  have hcont : ContinuousAt (fun g : ℝ =>
      (Eg * (1 - u) / (Eg + (condEnergy Eg (matrixEnergy Eg u) u g - u * g))) ^ 2 / Eg) 0 :=
    ((continuousAt_const.div hden.continuousAt hne).pow 2).div_const Eg
  have hval : (Eg * (1 - u) / (Eg + (condEnergy Eg (matrixEnergy Eg u) u 0 - u * 0))) ^ 2 / Eg
      = (1 - u) ^ 2 / Eg := by
    rw [h0, mul_zero, sub_zero, add_zero, mul_div_cancel_left₀ _ hEg.ne']
  have ht := hcont.tendsto
  rw [hval] at ht
  refine (ht.mono_left nhdsWithin_le_nhds).congr' ?_
  filter_upwards [self_mem_nhdsWithin] with g hg
  have hg' : 0 < g := hg
  have h := deficit_identity hEg hu hu1 hg'.le
  have hw := sub_pos.mpr (free_lt_condEnergy hEg hu hu1 hg')
  have h' := (eq_div_iff hEg.ne').mp h
  -- the interband part per unit `g`, in a form that is regular at the band edge
  have hr : Eg * (1 - u) / (Eg + (condEnergy Eg (matrixEnergy Eg u) u g - u * g)) =
      (condEnergy Eg (matrixEnergy Eg u) u g - u * g) / g := by
    rw [div_eq_div_iff (add_pos hEg hw).ne' hg'.ne']
    linear_combination h'
  rw [hr, h]
  ring

end

end TwoBandNonparabolicity
```

```lean
#print axioms TwoBandNonparabolicity.secular_equation
-- 'TwoBandNonparabolicity.secular_equation' depends on axioms: [propext, Classical.choice, Quot.sound]
#print axioms TwoBandNonparabolicity.mass_calibration
-- 'TwoBandNonparabolicity.mass_calibration' depends on axioms: [propext, Classical.choice, Quot.sound]
#print axioms TwoBandNonparabolicity.deficit_bounds
-- 'TwoBandNonparabolicity.deficit_bounds' depends on axioms: [propext, Classical.choice, Quot.sound]
#print axioms TwoBandNonparabolicity.nonparabolicity_limit
-- 'TwoBandNonparabolicity.nonparabolicity_limit' depends on axioms: [propext, Classical.choice, Quot.sound]
```
